# The half-line moments of an unnormalised Gaussian are given by the Gamma function

Integrals of a power times a Gaussian over the radial half-line arise whenever one works with Gaussian-type orbitals. The declaration states that for real `a > 0` and any natural number `n`, the integral of uⁿ exp(−a u²) over u > 0 equals ½ a^(−(n+1)/2) Γ((n+1)/2). The Gaussian is not normalised, and no volume element is included beyond what the power uⁿ may supply. The attempt specialises a general Mathlib integral with real exponents to the powers 2 and `n`, then rewrites the real powers as natural-number powers to match the goal.

The failing Lean file:

```lean
import Mathlib

open Real MeasureTheory Set

namespace GaussianMoment

noncomputable section

/-- The radial moments of a Gaussian with exponent `a > 0`, expressed by the Gamma function. -/
theorem gaussian_moment {a : ℝ} (ha : 0 < a) (n : ℕ) :
    ∫ u in Ioi (0 : ℝ), u ^ n * Real.exp (-a * u ^ 2) =
      a ^ (-((n : ℝ) + 1) / 2) * (1 / 2) * Real.Gamma (((n : ℝ) + 1) / 2) := by
  have hn : (-1 : ℝ) < (n : ℝ) := by
    have : (0 : ℝ) ≤ (n : ℝ) := Nat.cast_nonneg n
    linarith
  have h := Real.integral_rpow_mul_exp_neg_mul_rpow (p := 2) (q := (n : ℝ)) (b := a)
    two_pos hn ha
  simp only [Real.rpow_natCast, Real.rpow_two] at h
  exact h

end

end GaussianMoment
```

Messages:

```
Main.lean:16:12: error(lean.unknownIdentifier): Unknown constant `Real.integral_rpow_mul_exp_neg_mul_rpow`
Main.lean:12:77: error: unsolved goals
a : ℝ
ha : 0 < a
n : ℕ
hn : -1 < ↑n
⊢ ∫ (u : ℝ) in Ioi 0, u ^ n * rexp (-a * u ^ 2) = a ^ (-(↑n + 1) / 2) * (1 / 2) * Gamma ((↑n + 1) / 2)
```

The mended proof, as a diff:

```diff
@@ -14,5 +14,5 @@
     have : (0 : ℝ) ≤ (n : ℝ) := Nat.cast_nonneg n
     linarith
-  have h := Real.integral_rpow_mul_exp_neg_mul_rpow (p := 2) (q := (n : ℝ)) (b := a)
+  have h := integral_rpow_mul_exp_neg_mul_rpow (p := 2) (q := (n : ℝ)) (b := a)
     two_pos hn ha
   simp only [Real.rpow_natCast, Real.rpow_two] at h
```

The first message says that no constant called `Real.integral_rpow_mul_exp_neg_mul_rpow` exists. Mathlib does have the lemma, but in the root namespace, as `integral_rpow_mul_exp_neg_mul_rpow`. The `Real.` prefix therefore asks for a name that was never declared, even though the lemma is about real integrals.

The second message follows from the first. The context it prints contains `hn` but not `h`, so the proof got no further than the line that should have introduced `h`, and the original goal was left open. It does not point to a separate fault in the mathematics.

The diff makes one change: it removes the prefix. The name now resolves, and the lemma accepts the same arguments as before: `two_pos`, `hn` and `ha`. The `simp only` step then turns the real powers in `h` into natural-number powers, and `exact h` closes the goal. Neither of those lines needed changing.
